# With occupations in [0, 1] and the right trace, the band-energy error is a weighted sum of occupation errors

Put one electron into two levels with energies 0 and 1. The lowest energy is 0. If an approximate density matrix gives the levels occupations $1-q$ and $q$, with $0\le q\le 1$, the energy is $q$. Measured from a chemical potential $\mu=\tfrac12$, this error has two parts: $\tfrac12 q$ for the charge missing below $\mu$ and $\tfrac12 q$ for the charge misplaced above it. Neither is negative, so they cannot cancel.

The same accounting applies to Fermi-operator expansion in electronic structure, for non-interacting electrons in a finite orthonormal basis, provided that the approximate occupations lie between 0 and 1 and add up to the electron number. In the case treated here, a polynomial $p(H)$ replaces the zero-temperature density matrix, which avoids diagonalising the Hamiltonian $H$. The question is how far its energy lies from the true minimum.

## Levels, fillings and energies

$H$ is a real symmetric matrix, expressed by `H.IsHermitian` over ℝ. Its rows are labelled by a finite type `n`, which is an index set and not a particle number.

In Lean 4 with Mathlib:

```lean
import Mathlib

open Polynomial

namespace FermiOperatorExpansion

noncomputable section

variable {n : Type*} [Fintype n] [DecidableEq n] {H : Matrix n n ℝ}
```

The target occupation is $\theta_a=1$ if the eigenvalue $e_a$ is below $\mu$, and $0$ otherwise. A level exactly at $\mu$ counts as empty.

```lean
/-- The zero-temperature occupation of a level at energy `x`: one below `mu`, zero otherwise. -/
def step (mu x : ℝ) : ℝ := if x < mu then 1 else 0
```

The levels to be filled are those with $e_a<\mu$, degenerate ones counted separately.

```lean
/-- The eigenstates of `H` whose energy lies below `mu`. -/
def levelsBelow (hH : H.IsHermitian) (mu : ℝ) : Finset n :=
  Finset.univ.filter (fun a => hH.eigenvalues a < mu)
```

Filling a set $s$ of $N$ distinct eigenstates costs $\sum_{a\in s}e_a$. The reference energy $E_0$ will be the least of these values, so its definition does not involve $\mu$.

```lean
/-- The total energies obtained by filling `N` distinct eigenstates of `H`. -/
def fillingEnergies (hH : H.IsHermitian) (N : ℕ) : Set ℝ :=
  {E | ∃ s : Finset n, s.card = N ∧ ∑ a ∈ s, hH.eigenvalues a = E}
```

The approximate energy is $\mathrm{Tr}(H\,p(H))$, without a spin factor. `aeval H p` is the matrix polynomial $p(H)$.

```lean
/-- The band energy `Tr (H p(H))` of the approximate density matrix `p(H)`. -/
def bandEnergy (H : Matrix n n ℝ) (p : ℝ[X]) : ℝ := (H * aeval H p).trace
```

## From matrices to levels

Let $U$ have the eigenvectors as columns and let $\Lambda=\mathrm{diag}(e_a)$. Then $HU=U\Lambda$, so $H^kU=U\Lambda^k$ by induction on $k$, and $p(H)U=U\,p(\Lambda)$ by linearity. Since $UU^{T}=U^{T}U=1$, cyclicity of the trace gives
$$\mathrm{Tr}\,p(H)=\sum_a p(e_a).$$
The steps `h1`, `hpow` and `hp` are these three relations.

```lean
/-- The trace of a polynomial of a real symmetric `H` is the sum of the polynomial's values
at the eigenvalues. -/
theorem trace_aeval (hH : H.IsHermitian) (p : ℝ[X]) :
    (aeval H p).trace = ∑ a, p.eval (hH.eigenvalues a) := by
  set U : Matrix n n ℝ := (hH.eigenvectorUnitary : Matrix n n ℝ) with hU
  have hUU : U * star U = 1 := Matrix.mem_unitaryGroup_iff.mp hH.eigenvectorUnitary.2
  have hUU' : star U * U = 1 := Matrix.mem_unitaryGroup_iff'.mp hH.eigenvectorUnitary.2
  -- the columns of `U` are eigenvectors
  have h1 : H * U = U * Matrix.diagonal hH.eigenvalues := by
    ext i j
    have h := congrFun (hH.mulVec_eigenvectorBasis j) i
    rw [Matrix.mul_diagonal]
    exact h.trans (mul_comm _ _)
  have hpow : ∀ k : ℕ, H ^ k * U = U * Matrix.diagonal (fun a => hH.eigenvalues a ^ k) := by
    intro k
    induction k with
    | zero => simp
    | succ k ih =>
      rw [pow_succ, mul_assoc, h1, ← mul_assoc, ih, mul_assoc, Matrix.diagonal_mul_diagonal]
      simp only [pow_succ]
  -- hence `U` diagonalises every polynomial of `H`
  have hp : aeval H p * U = U * Matrix.diagonal (fun a => p.eval (hH.eigenvalues a)) := by
    induction p using Polynomial.induction_on' with
    | add p q hp hq =>
      rw [map_add, add_mul, hp, hq, ← mul_add, Matrix.diagonal_add]
      simp only [eval_add]
    | monomial k r =>
      rw [aeval_monomial, Algebra.algebraMap_eq_smul_one, smul_mul_assoc, one_mul,
        smul_mul_assoc, hpow, ← mul_smul_comm]
      congr 1
      ext i j
      by_cases h : i = j <;> simp [h]
  calc (aeval H p).trace = (aeval H p * U * star U).trace := by
        rw [mul_assoc, hUU, mul_one]
    _ = (star U * (U * Matrix.diagonal (fun a => p.eval (hH.eigenvalues a)))).trace := by
        rw [hp, Matrix.trace_mul_comm]
    _ = ∑ a, p.eval (hH.eigenvalues a) := by
        rw [← mul_assoc, hUU', one_mul, Matrix.trace_diagonal]
```

## Filling from below

For any set $s$ of levels, compare the two sides level by level:
$$\sum_{e_a<\mu}(e_a-\mu)\le\sum_{a\in s}(e_a-\mu).$$
The left side collects every negative term and no positive one. If $s$ has as many levels as lie below $\mu$, the multiples of $\mu$ cancel, and filling from below is optimal. In the proof, `split_ifs` separates the cases of a level being in either set.

```lean
/-- Filling exactly the levels below `mu` gives the least energy among all fillings with the
same number of levels. -/
theorem isLeast_fillingEnergies (hH : H.IsHermitian) (mu : ℝ) :
    IsLeast (fillingEnergies hH (levelsBelow hH mu).card)
      (∑ a ∈ levelsBelow hH mu, hH.eigenvalues a) := by
  refine ⟨⟨_, rfl, rfl⟩, ?_⟩
  rintro E ⟨s, hs, rfl⟩
  have h1 : ∀ t : Finset n, ∑ a ∈ t, (hH.eigenvalues a - mu)
      = ∑ a, if a ∈ t then hH.eigenvalues a - mu else 0 := fun t => by simp
  -- measured from `mu`, only levels below `mu` lower the energy
  have h2 : ∑ a ∈ levelsBelow hH mu, (hH.eigenvalues a - mu)
      ≤ ∑ a ∈ s, (hH.eigenvalues a - mu) := by
    rw [h1, h1]
    refine Finset.sum_le_sum fun a _ => ?_
    simp only [levelsBelow, Finset.mem_filter, Finset.mem_univ, true_and]
    split_ifs <;> linarith
  rw [Finset.sum_sub_distrib, Finset.sum_sub_distrib, Finset.sum_const, Finset.sum_const,
    hs] at h2
  linarith
```

## The sign argument

Apply the trace formula to the polynomial $(x-\mu)p(x)$ and subtract the step-function value:
$$\mathrm{Tr}((H-\mu)p(H))-\sum_{e_a<\mu}(e_a-\mu)=\sum_a(e_a-\mu)(p(e_a)-\theta_a).$$
Because $0\le p(e_a)\le1$, both factors are nonpositive below $\mu$ and nonnegative elsewhere. Each product therefore equals $|e_a-\mu|\,|p(e_a)-\theta_a|$. The particle number has not yet been fixed.

```lean
/-- If `p` has values in `[0,1]` on the spectrum, then `Tr ((H - mu) p(H))` exceeds the sum of
`e_a - mu` over the levels below `mu` by the occupation errors weighted with `|e_a - mu|`. -/
theorem grand_potential_error (hH : H.IsHermitian) (mu : ℝ) (p : ℝ[X])
    (h01 : ∀ a, p.eval (hH.eigenvalues a) ∈ Set.Icc (0 : ℝ) 1) :
    ((H - mu • (1 : Matrix n n ℝ)) * aeval H p).trace
        - ∑ a ∈ levelsBelow hH mu, (hH.eigenvalues a - mu)
      = ∑ a, |hH.eigenvalues a - mu|
          * |p.eval (hH.eigenvalues a) - step mu (hH.eigenvalues a)| := by
  have h1 : (H - mu • (1 : Matrix n n ℝ)) * aeval H p = aeval H ((X - C mu) * p) := by
    rw [map_mul, map_sub, aeval_X, aeval_C, Algebra.algebraMap_eq_smul_one]
  rw [h1, trace_aeval hH, levelsBelow, Finset.sum_filter, ← Finset.sum_sub_distrib]
  refine Finset.sum_congr rfl fun a _ => ?_
  obtain ⟨h0, h1⟩ := h01 a
  rw [eval_mul, eval_sub, eval_X, eval_C, step]
  -- both factors are nonpositive below `mu` and nonnegative elsewhere
  split_ifs with h
  · rw [abs_of_neg (sub_neg.2 h), abs_of_nonpos (sub_nonpos.2 h1)]
    ring
  · rw [abs_of_nonneg (sub_nonneg.2 (not_lt.1 h)), sub_zero, sub_zero, abs_of_nonneg h0]
```

## Fixing the particle number

Now let exactly $N$ levels lie below $\mu$ (`hN`) and let $\mathrm{Tr}\,p(H)=N$ (`htr`), the correct electron count. Both terms on the left contain $-\mu N$, which cancels:
$$\mathrm{Tr}(H\,p(H))-E_0=\sum_a|e_a-\mu|\,|p(e_a)-\theta_a|\ge0.$$

As an example, take levels $-1,0,3$ with $N=2$, $\mu=1$ and $p(x)=\tfrac34-\tfrac x8$. The occupations are $\tfrac78,\tfrac34,\tfrac38$, with sum 2. The energy is $\tfrac14$ and $E_0=-1$, so the error is $\tfrac54$. The weighted sum agrees: $2\cdot\tfrac18+1\cdot\tfrac14+2\cdot\tfrac38=\tfrac54$.

```lean
/-- Let `H` have exactly `N` levels below `mu` and lowest `N`-level energy `E0`. If `p` has
values in `[0,1]` on the spectrum and `Tr p(H) = N`, the band-energy error is the sum of
`|e_a - mu|` times the occupation error of each level, and it is nonnegative. -/
theorem band_energy_error (hH : H.IsHermitian) {mu E0 : ℝ} {N : ℕ} {p : ℝ[X]}
    (hN : (levelsBelow hH mu).card = N) (hE0 : IsLeast (fillingEnergies hH N) E0)
    (h01 : ∀ a, p.eval (hH.eigenvalues a) ∈ Set.Icc (0 : ℝ) 1)
    (htr : (aeval H p).trace = N) :
    bandEnergy H p - E0 = ∑ a, |hH.eigenvalues a - mu|
        * |p.eval (hH.eigenvalues a) - step mu (hH.eigenvalues a)|
      ∧ 0 ≤ bandEnergy H p - E0 := by
  subst hN
  have hE := hE0.unique (isLeast_fillingEnergies hH mu)
  have hg := grand_potential_error hH mu p h01
  -- the trace condition cancels the terms proportional to `mu`
  rw [sub_mul, smul_mul_assoc, one_mul, Matrix.trace_sub, Matrix.trace_smul, smul_eq_mul, htr,
    Finset.sum_sub_distrib, Finset.sum_const, nsmul_eq_mul, ← hE] at hg
  have key : bandEnergy H p - E0 = ∑ a, |hH.eigenvalues a - mu|
      * |p.eval (hH.eigenvalues a) - step mu (hH.eigenvalues a)| := by
    rw [← hg, bandEnergy]
    ring
  refine ⟨key, ?_⟩
  rw [key]
  exact Finset.sum_nonneg fun a _ => mul_nonneg (abs_nonneg _) (abs_nonneg _)
```

A sum of nonnegative terms vanishes only if each term does. With no level at $\mu$, every weight is positive, so zero error means $p(e_a)=\theta_a$ throughout. A pencil argument even spares the assumption `hmu`: the trace condition and $p\ge0$ force any level at $\mu$ to be empty once the others are exact.

```lean
/-- Under the conditions of `band_energy_error`, and with no level at `mu`, the band energy equals
`E0` exactly when `p` agrees with the step function on the whole spectrum. -/
theorem band_energy_exact_iff (hH : H.IsHermitian) {mu E0 : ℝ} {N : ℕ} {p : ℝ[X]}
    (hN : (levelsBelow hH mu).card = N) (hE0 : IsLeast (fillingEnergies hH N) E0)
    (h01 : ∀ a, p.eval (hH.eigenvalues a) ∈ Set.Icc (0 : ℝ) 1)
    (htr : (aeval H p).trace = N) (hmu : ∀ a, hH.eigenvalues a ≠ mu) :
    bandEnergy H p = E0 ↔
      ∀ a, p.eval (hH.eigenvalues a) = step mu (hH.eigenvalues a) := by
  rw [← sub_eq_zero, (band_energy_error hH hN hE0 h01 htr).1,
    Finset.sum_eq_zero_iff_of_nonneg
      (fun a _ => mul_nonneg (abs_nonneg _) (abs_nonneg _))]
  simp [sub_eq_zero, hmu]
```

If every occupation error is at most $\delta$, replacing each by $\delta$ bounds the energy error by $\delta\sum_a|e_a-\mu|$. In the example $\delta=\tfrac38$ gives $\tfrac{15}8$.

```lean
/-- Under the conditions of `band_energy_error`, if every occupation error is at most `δ`, the
band-energy error is at most `δ` times the sum of `|e_a - mu|` over all levels. -/
theorem band_energy_error_le (hH : H.IsHermitian) {mu E0 δ : ℝ} {N : ℕ} {p : ℝ[X]}
    (hN : (levelsBelow hH mu).card = N) (hE0 : IsLeast (fillingEnergies hH N) E0)
    (h01 : ∀ a, p.eval (hH.eigenvalues a) ∈ Set.Icc (0 : ℝ) 1)
    (htr : (aeval H p).trace = N)
    (hδ : ∀ a, |p.eval (hH.eigenvalues a) - step mu (hH.eigenvalues a)| ≤ δ) :
    bandEnergy H p - E0 ≤ δ * ∑ a, |hH.eigenvalues a - mu| := by
  rw [(band_energy_error hH hN hE0 h01 htr).1, Finset.mul_sum]
  refine Finset.sum_le_sum fun a _ => ?_
  rw [mul_comm δ]
  exact mul_le_mul_of_nonneg_left (hδ a) (abs_nonneg _)
```

## Without bounds on the occupations

For levels 0 and 1, let the occupations be $1+t$ and $-t$. The trace is still 1, but the energy is $-t$, which for $t>0$ lies below $E_0=0$ by any chosen amount. The correct trace alone gives no lower bound on the energy. A truncated Chebyshev series of the step function can also take values outside $[0,1]$, so the assumption `h01` has to be checked for such an expansion. The proof computes $p(H)=\mathrm{diag}(1+t,-t)$ and takes the traces.

```lean
/-- For the two-level Hamiltonian `diag(0, 1)`, the polynomial `p(x) = (1 + t) - (1 + 2t) x` has
the values `1 + t` and `-t` at the two levels, trace one and band energy `-t`, for every
real `t`. -/
theorem two_level_overshoot (t : ℝ) :
    let p : ℝ[X] := C (1 + t) - C (1 + 2 * t) * X
    let H₂ : Matrix (Fin 2) (Fin 2) ℝ := !![0, 0; 0, 1]
    p.eval 0 = 1 + t ∧ p.eval 1 = -t ∧ (aeval H₂ p).trace = 1 ∧ bandEnergy H₂ p = -t := by
  intro p H₂
  have hp : aeval H₂ p = !![1 + t, 0; 0, -t] := by
    simp only [p, map_sub, map_mul, aeval_C, aeval_X, Algebra.algebraMap_eq_smul_one,
      smul_mul_assoc, one_mul]
    ext i j
    fin_cases i <;> fin_cases j <;> simp [H₂]
    ring
  refine ⟨by simp [p], ?_, ?_, ?_⟩
  · simp only [p, eval_sub, eval_mul, eval_C, eval_X]
    ring
  · rw [hp, Matrix.trace_fin_two]
    simp
  · rw [bandEnergy, hp, Matrix.trace_fin_two]
    simp [H₂, Matrix.mul_apply, Fin.sum_univ_succ]

end

end FermiOperatorExpansion
```

```lean
#print axioms FermiOperatorExpansion.band_energy_exact_iff
#print axioms FermiOperatorExpansion.band_energy_error_le
#print axioms FermiOperatorExpansion.two_level_overshoot
```

```
'FermiOperatorExpansion.band_energy_exact_iff' depends on axioms: [propext, Classical.choice, Quot.sound]
'FermiOperatorExpansion.band_energy_error_le' depends on axioms: [propext, Classical.choice, Quot.sound]
'FermiOperatorExpansion.two_level_overshoot' depends on axioms: [propext, Classical.choice, Quot.sound]
```

In a linear-scaling calculation, small matrix elements are usually discarded along the way. The computed matrix is then in general no longer exactly $p(H)$, and the theorems above, which are stated for $p(H)$, do not cover the energy error from that truncation.
